# Half-line integral of a family of non-negative rational functions of wave number

For a scale b > 0 and real c, q, r, let g(y) = b[(8c + 3q)x² + (3c + 5r − 3q)x⁴ + (c − r)x⁶]/(1 + x²)⁴, where x = yb is the scaled wave number. The theorem `radial_integral` states that if g is non-negative for every real y, then it is integrable over y > 0 and its integral is cπ/2, whatever the values of b, q and r. This is a statement of pure calculus: no wavefunction or Hamiltonian appears in it, so no normalisation is assumed. The proof differentiates an explicit primitive, an arctangent plus a rational function, finds its limit at infinity, and applies Mathlib's results for non-negative derivatives on a half-line.

An attempt in Lean 4 with a fault in it:

```lean
import Mathlib

open MeasureTheory MeasureTheory.Measure Set Filter Topology Real

namespace WannierMottParabolic

noncomputable section

/-- An arctangent plus a rational function, used as primitive of the radial integrands. -/
def radialPrimitive (c q r x : ℝ) : ℝ :=
  c * Real.arctan x + (-c * x + q * x ^ 3 + r * x ^ 5) / (1 + x ^ 2) ^ 3

/-- Integral over the half-line of a non-negative function whose primitive is
`radialPrimitive` at the scaled wave number `y * b`. -/
theorem radial_integral {b : ℝ} (hb : 0 < b) (c q r : ℝ) (g : ℝ → ℝ) (h0 : ∀ y, 0 ≤ g y)
    (hg : ∀ y, g y = ((8 * c + 3 * q) * (y * b) ^ 2 + (3 * c + 5 * r - 3 * q) * (y * b) ^ 4
      + (c - r) * (y * b) ^ 6) / (1 + (y * b) ^ 2) ^ 4 * b) :
    IntegrableOn g (Ioi 0) ∧ ∫ y in Ioi 0, g y = c * (π / 2) := by
  have hF : ∀ x : ℝ, HasDerivAt (radialPrimitive c q r)
      (((8 * c + 3 * q) * x ^ 2 + (3 * c + 5 * r - 3 * q) * x ^ 4
        + (c - r) * x ^ 6) / (1 + x ^ 2) ^ 4) x := fun x => by
    have hp : (1 + x ^ 2 : ℝ) ≠ 0 := by positivity
    have hN := (((hasDerivAt_id' x).const_mul (-c)).fun_add
      ((hasDerivAt_pow 3 x).const_mul q)).fun_add ((hasDerivAt_pow 5 x).const_mul r)
    have hD := ((hasDerivAt_pow 2 x).const_add 1).fun_pow 3
    refine (((Real.hasDerivAt_arctan x).const_mul c).fun_add
      (hN.fun_div hD (pow_ne_zero 3 hp))).congr_deriv ?_
    simp only [Nat.cast_ofNat, Nat.reduceSub]
    field_simp <;> ring
  have hG : ∀ y : ℝ, HasDerivAt (fun y => radialPrimitive c q r (y * b)) (g y) y := fun y => by
    rw [hg y]
    exact (hF (y * b)).comp y (hasDerivAt_mul_const b)
  -- the rational part vanishes at infinity
  have hs : Tendsto (fun x : ℝ => (1 + x ^ 2)⁻¹) atTop (𝓝 0) := by
    refine squeeze_zero' (Eventually.of_forall fun x => by positivity) ?_ tendsto_inv_atTop_zero
    filter_upwards [eventually_gt_atTop 0] with x hx
    exact inv_anti₀ hx (by nlinarith [sq_nonneg (x - 1)])
  have ht : Tendsto (fun x : ℝ => x * (1 + x ^ 2)⁻¹) atTop (𝓝 0) := by
    refine squeeze_zero' ?_ ?_ tendsto_inv_atTop_zero
    · filter_upwards [eventually_gt_atTop 0] with x hx
      positivity
    · filter_upwards [eventually_gt_atTop 0] with x hx
      rw [← div_eq_mul_inv, inv_eq_one_div, div_le_div_iff₀ (by positivity) hx]
      nlinarith
  have hat : Tendsto Real.arctan atTop (𝓝 (π / 2)) :=
    Real.tendsto_arctan_atTop.mono_right nhdsWithin_le_nhds
  have hl := (hat.const_mul c).add ((((ht.mul (hs.pow 2)).const_mul (-c)).add
    ((ht.pow 3).const_mul q)).add ((ht.mul ((hs.const_sub 1).pow 2)).const_mul r))
  have hl' : Tendsto (radialPrimitive c q r) atTop (𝓝 _) := hl.congr fun x => by
    have hp : (1 + x ^ 2 : ℝ) ≠ 0 := by positivity
    have h1 : 1 - (1 + x ^ 2)⁻¹ = x ^ 2 * (1 + x ^ 2)⁻¹ := by field_simp <;> ring
    simp only [radialPrimitive, h1, div_eq_mul_inv, ← inv_pow]
    ring
  have hlim : Tendsto (fun y => radialPrimitive c q r (y * b)) atTop (𝓝 (c * (π / 2))) := by
    convert hl'.comp (tendsto_id.atTop_mul_const hb) using 2
    ring
  refine ⟨integrableOn_Ioi_deriv_of_nonneg' (fun y _ => hG y) (fun y _ => h0 y) hlim, ?_⟩
  rw [integral_Ioi_of_hasDerivAt_of_nonneg' (fun y _ => hG y) (fun y _ => h0 y) hlim]
  simp [radialPrimitive]

end

end WannierMottParabolic
```

The error:

```
Try this:
  [apply] ring_nf
  
  The `ring` tactic failed to close the goal. Use `ring_nf` to obtain a normal form.
    
  Note that `ring` works primarily in *commutative* rings. If you have a noncommutative ring, abelian group or module, consider using `noncomm_ring`, `abel` or `module` instead.
Main.lean:54:90: error: unsolved goals
case e'_3
b : ℝ
hb : 0 < b
c q r : ℝ
g : ℝ → ℝ
h0 : ∀ (y : ℝ), 0 ≤ g y
hg :
  ∀ (y : ℝ),
    g y =
      ((8 * c + 3 * q) * (y * b) ^ 2 + (3 * c + 5 * r - 3 * q) * (y * b) ^ 4 + (c - r) * (y * b) ^ 6) /
          (1 + (y * b) ^ 2) ^ 4 *
        b
hF :
  ∀ (x : ℝ),
    HasDerivAt (radialPrimitive c q r)
      (((8 * c + 3 * q) * x ^ 2 + (3 * c + 5 * r - 3 * q) * x ^ 4 + (c - r) * x ^ 6) / (1 + x ^ 2) ^ 4) x
hG : ∀ (y : ℝ), HasDerivAt (fun y => radialPrimitive c q r (y * b)) (g y) y
hs : Tendsto (fun x => (1 + x ^ 2)⁻¹) atTop (𝓝 0)
ht : Tendsto (fun x => x * (1 + x ^ 2)⁻¹) atTop (𝓝 0)
hat : Tendsto arctan atTop (𝓝 (π / 2))
hl :
  Tendsto
    (fun x =>
      c * arctan x +
        (-c * (x * (1 + x ^ 2)⁻¹ * (1 + x ^ 2)⁻¹ ^ 2) + q * (x * (1 + x ^ 2)⁻¹) ^ 3 +
          r * (x * (1 + x ^ 2)⁻¹ * (1 - (1 + x ^ 2)⁻¹) ^ 2)))
    atTop (𝓝 (c * (π / 2) + (-c * (0 * 0 ^ 2) + q * 0 ^ 3 + r * (0 * (1 - 0) ^ 2))))
hl' : Tendsto (radialPrimitive c q r) atTop (𝓝 (c * (π / 2) + (-c * (0 * 0 ^ 2) + q * 0 ^ 3 + r * (0 * (1 - 0) ^ 2))))
x✝ : ℝ
⊢ radialPrimitive c q r (x✝ * b) = (radialPrimitive c q r ∘ fun x => b * id x) x✝

case e'_5
b : ℝ
hb : 0 < b
c q r : ℝ
g : ℝ → ℝ
h0 : ∀ (y : ℝ), 0 ≤ g y
hg :
  ∀ (y : ℝ),
    g y =
      ((8 * c + 3 * q) * (y * b) ^ 2 + (3 * c + 5 * r - 3 * q) * (y * b) ^ 4 + (c - r) * (y * b) ^ 6) /
          (1 + (y * b) ^ 2) ^ 4 *
        b
hF :
  ∀ (x : ℝ),
    HasDerivAt (radialPrimitive c q r)
      (((8 * c + 3 * q) * x ^ 2 + (3 * c + 5 * r - 3 * q) * x ^ 4 + (c - r) * x ^ 6) / (1 + x ^ 2) ^ 4) x
hG : ∀ (y : ℝ), HasDerivAt (fun y => radialPrimitive c q r (y * b)) (g y) y
hs : Tendsto (fun x => (1 + x ^ 2)⁻¹) atTop (𝓝 0)
ht : Tendsto (fun x => x * (1 + x ^ 2)⁻¹) atTop (𝓝 0)
hat : Tendsto arctan atTop (𝓝 (π / 2))
hl :
  Tendsto
    (fun x =>
      c * arctan x +
        (-c * (x * (1 + x ^ 2)⁻¹ * (1 + x ^ 2)⁻¹ ^ 2) + q * (x * (1 + x ^ 2)⁻¹) ^ 3 +
          r * (x * (1 + x ^ 2)⁻¹ * (1 - (1 + x ^ 2)⁻¹) ^ 2)))
    atTop (𝓝 (c * (π / 2) + (-c * (0 * 0 ^ 2) + q * 0 ^ 3 + r * (0 * (1 - 0) ^ 2))))
hl' : Tendsto (radialPrimitive c q r) atTop (𝓝 (c * (π / 2) + (-c * (0 * 0 ^ 2) + q * 0 ^ 3 + r * (0 * (1 - 0) ^ 2))))
⊢ c * (π / 2) = c * (π / 2) + (-c * (0 * 0 ^ 2) + q * 0 ^ 3 + r * (0 * (1 - 0) ^ 2))
```

The mended proof, as a diff:

```diff
@@ -27,5 +27,6 @@
       (hN.fun_div hD (pow_ne_zero 3 hp))).congr_deriv ?_
     simp only [Nat.cast_ofNat, Nat.reduceSub]
-    field_simp <;> ring
+    field_simp
+    ring
   have hG : ∀ y : ℝ, HasDerivAt (fun y => radialPrimitive c q r (y * b)) (g y) y := fun y => by
     rw [hg y]
@@ -49,10 +50,13 @@
   have hl' : Tendsto (radialPrimitive c q r) atTop (𝓝 _) := hl.congr fun x => by
     have hp : (1 + x ^ 2 : ℝ) ≠ 0 := by positivity
-    have h1 : 1 - (1 + x ^ 2)⁻¹ = x ^ 2 * (1 + x ^ 2)⁻¹ := by field_simp <;> ring
+    have h1 : 1 - (1 + x ^ 2)⁻¹ = x ^ 2 * (1 + x ^ 2)⁻¹ := by
+      linear_combination -(mul_inv_cancel₀ hp)
     simp only [radialPrimitive, h1, div_eq_mul_inv, ← inv_pow]
     ring
   have hlim : Tendsto (fun y => radialPrimitive c q r (y * b)) atTop (𝓝 (c * (π / 2))) := by
-    convert hl'.comp (tendsto_id.atTop_mul_const hb) using 2
-    ring
+    have he : c * (π / 2) = c * (π / 2) +
+        (-c * (0 * 0 ^ 2) + q * 0 ^ 3 + r * (0 * (1 - 0) ^ 2)) := by ring
+    rw [he]
+    exact hl'.comp (tendsto_id.atTop_mul_const hb)
   refine ⟨integrableOn_Ioi_deriv_of_nonneg' (fun y _ => hG y) (fun y _ => h0 y) hlim, ?_⟩
   rw [integral_Ioi_of_hasDerivAt_of_nonneg' (fun y _ => hG y) (fun y _ => h0 y) hlim]
```

What went wrong. The error is in `hlim`, the limit of the primitive at infinity. There `convert … using 2` left two goals: that the two functions agree at a point, and that the two forms of the limit agree. The single `ring` ran only on the first. It does not unfold the composition `∘`, so it could not match the two sides. Its fallback `ring_nf` merely reordered a product to `b * id x`, which is why the suggestion to use `ring_nf` is no help. The second goal, which is ordinary algebra, was never attempted.

The repair proves that algebraic equality first, as `he`, using `ring`, and rewrites the limit with it. Then `exact` accepts the composed limit, since the two functions are equal by definition once `∘` and `id` are unfolded.

The other two changes, splitting `field_simp <;> ring` into two lines and proving `h1` by `linear_combination`, are tidying: no error was reported at either place.
